# Pure states of Schmidt rank at most k have squared overlap at most k/n with a maximally entangled state

## What a measured overlap leaves open

Two four-level systems are prepared in a pure state, and its squared overlap with a maximally entangled state is found to be 0.6. Without a bound for each Schmidt rank, this number does not say how many levels must at least take part in the entanglement. A state entangled across only two levels on each side might, for all one knows, reach the same value.

The bound rules this out. For two $n$-level systems, a pure state of Schmidt rank at most $k$ has squared overlap at most $k/n$. Rank 2 with $n=4$ gives at most $0.5$, so the state above has Schmidt rank at least 3.

## The bound and the states that reach it

Let $e_0,\dots,e_{n-1}$ be the standard basis of $\mathbb{C}^n$, and write a bipartite vector as
$$\psi=\sum_{i,j} C_{ij}\, e_i\otimes e_j .$$
The singular value decomposition of the coefficient matrix $C$ is the Schmidt decomposition of $\psi$, so the Schmidt rank is the rank of $C$. With
$$\Omega=\frac{1}{\sqrt n}\sum_i e_i\otimes e_i ,$$
there are two statements:

- If $\|\psi\|=1$ and $\operatorname{rank} C\le k$, then $|\langle\Omega,\psi\rangle|^2\le k/n$.
- For each $k$ with $1\le k\le n$, some unit vector of Schmidt rank exactly $k$ has squared overlap exactly $k/n$.

For $k=1$, the first statement says that a unit product vector has squared overlap at most $1/n$. For $k=n$ the bound is 1, which holds for any two unit vectors. When $n=1$ the two cases coincide.

## From the overlap to a trace

Only the terms with $i=j$ contribute to the inner product, so
$$\langle\Omega,\psi\rangle=\frac{1}{\sqrt n}\operatorname{Tr}C,\qquad |\langle\Omega,\psi\rangle|^2=\frac{|\operatorname{Tr}C|^2}{n}.$$
The norm is $\|\psi\|^2=\sum_{ij}|C_{ij}|^2$, the squared Hilbert-Schmidt norm of $C$, written $\|C\|_2^2$. It remains to show that $|\operatorname{Tr}C|^2\le r\,\|C\|_2^2$, where $r=\operatorname{rank}C$.

Take an orthonormal basis of the range of $C$ and make its vectors the columns of an $n\times r$ matrix $V$. Then $V^\dagger V=1$. Each column of $C$ lies in the range, so $C=VM$ for some $r\times n$ matrix $M$. Put $P=VV^\dagger$. This is an orthogonal projector, $P^\dagger=P$ and $P^2=P$, and it satisfies
$$PC=VV^\dagger VM=VM=C,\qquad \operatorname{Tr}P=\operatorname{Tr}V^\dagger V=r .$$
Its squared Hilbert-Schmidt norm is $\|P\|_2^2=\operatorname{Tr}P^\dagger P=\operatorname{Tr}P=r$.

Now insert $P$ into the trace and apply the triangle and Cauchy-Schwarz inequalities:
$$|\operatorname{Tr}C|^2=\Big|\sum_{ij}P_{ij}C_{ji}\Big|^2\le\Big(\sum_{ij}|P_{ij}||C_{ji}|\Big)^2\le\|P\|_2^2\,\|C\|_2^2=r\,\|C\|_2^2 .$$
For a unit vector $\|C\|_2^2=1$. Dividing by $n$ and using $r\le k$ gives the bound.

## Vectors that attain the bound

Choose a set $s$ of $k$ basis labels, with $1\le k\le n$, and let
$$\Omega_s=\frac{1}{\sqrt k}\sum_{i\in s}e_i\otimes e_i .$$
Its coefficient matrix is diagonal, with entry $1/\sqrt k$ at the labels in $s$ and 0 elsewhere. Hence $\|\Omega_s\|^2=k\cdot\frac1k=1$, the trace is $k/\sqrt k=\sqrt k$, and the squared overlap with $\Omega$ is $k/n$. There are $k$ nonzero diagonal entries, so the rank is $k$.

## A three-level example

Take $n=3$ and $\psi=(2\,e_0\otimes e_0+e_1\otimes e_1)/\sqrt5$. Then $\operatorname{Tr}C=3/\sqrt5$, and the squared overlap is $\frac{9/5}{3}=\frac35$. This exceeds $\frac13$, so $\psi$ is not a product vector. It lies below $\frac23$, as it must for a vector of Schmidt rank 2.

A small overlap gives no such information: for $n=2$, the vector $(e_0\otimes e_0-e_1\otimes e_1)/\sqrt2$ has Schmidt rank 2 and overlap 0.

## How the Lean statement describes the physics

`Bipartite n` is the space of complex amplitudes indexed by pairs of labels, with the usual Hermitian inner product, antilinear in its first argument. `coeff ψ` is the matrix $C$, and `schmidtRank ψ` is defined as its rank. `frobSq` is $\|C\|_2^2$. `entangledOn s` is $\Omega_s$; despite its name, it is a product vector when $s$ has a single label. `Omega n` is the case where $s$ contains every label.

The theorem `overlap_le` has two hypotheses: `hψ` says that the state is normalised, and `hk` that its Schmidt rank is at most `k`. The theorem `overlap_attained` takes $1\le k\le n$ and returns a set `s` of `k` labels, together with the norm, the Schmidt rank and the overlap of `entangledOn s`.

The model has pure states, equal finite local dimensions and one fixed maximally entangled vector. Any other maximally entangled vector is $\Omega$ with a unitary applied to one side. Such a unitary leaves Schmidt ranks unchanged, so the bound holds for that vector as well. A laboratory state is in general mixed, and the step to it is convexity: if $\rho$ is a mixture of pure states of Schmidt rank at most $k$, averaging the bound gives $\langle\Omega|\rho|\Omega\rangle\le k/n$. The change of maximally entangled vector and the averaging are additions to the Lean theorems. The namespace is called `SchmidtNumberWitness`, after the Schmidt number, which extends the Schmidt rank to mixed states; the theorems themselves concern only the Schmidt rank of vectors.

In simulation, a normalised matrix product state with open boundaries and bond dimension $k$ at a cut between two $n$-dimensional halves has Schmidt rank at most $k$ there, so its squared overlap with $\Omega$ is at most $k/n$.

## The complete Lean file

```lean
import Mathlib

open Matrix

namespace SchmidtNumberWitness

noncomputable section

variable {n : ℕ}

/-- Vectors of `ℂⁿ ⊗ ℂⁿ`, given by their components in the product basis. -/
abbrev Bipartite (n : ℕ) := EuclideanSpace ℂ (Fin n × Fin n)

/-- The coefficient matrix of a bipartite vector in the product basis. -/
def coeff (ψ : Bipartite n) : Matrix (Fin n) (Fin n) ℂ :=
  Matrix.of fun i j => ψ.ofLp (i, j)

/-- The Schmidt rank of a bipartite vector: the rank of its coefficient matrix. -/
def schmidtRank (ψ : Bipartite n) : ℕ := (coeff ψ).rank

/-- The vector `|s|^(-1/2) ∑ e_i ⊗ e_i`, summed over a nonempty set `s` of basis labels. -/
def entangledOn (s : Finset (Fin n)) : Bipartite n :=
  ((1 / √(s.card : ℝ) : ℝ) : ℂ) • ∑ i ∈ s, EuclideanSpace.single (i, i) (1 : ℂ)

/-- The maximally entangled vector `Ω = n^(-1/2) ∑ e_i ⊗ e_i`, for `n ≥ 1`. -/
def Omega (n : ℕ) : Bipartite n := entangledOn Finset.univ

/-- The squared Hilbert-Schmidt norm of a matrix, the sum of its squared moduli. -/
def frobSq (A : Matrix (Fin n) (Fin n) ℂ) : ℝ := ∑ i, ∑ j, ‖A i j‖ ^ 2

/-- The squared Hilbert-Schmidt norm of an orthogonal projector is its trace. -/
theorem frobSq_projector {P : Matrix (Fin n) (Fin n) ℂ} {r : ℕ} (hP : Pᴴ = P)
    (hPP : P * P = P) (htr : P.trace = r) : frobSq P = r := by
  have h : ((frobSq P : ℝ) : ℂ) = (Pᴴ * P).trace := by
    simp only [frobSq, Matrix.trace, Matrix.diag_apply, Matrix.mul_apply,
      Matrix.conjTranspose_apply]
    rw [Finset.sum_comm]
    push_cast
    exact Finset.sum_congr rfl fun j _ => Finset.sum_congr rfl fun i _ =>
      (Complex.conj_mul' (P i j)).symm
  apply Complex.ofReal_injective
  rw [h, hP, hPP, htr, Complex.ofReal_natCast]

/-- Every square matrix `C` is left fixed by an orthogonal projector `P`, `P C = C`, whose
trace is the rank of `C`. -/
theorem exists_range_projector (C : Matrix (Fin n) (Fin n) ℂ) :
    ∃ P : Matrix (Fin n) (Fin n) ℂ,
      Pᴴ = P ∧ P * P = P ∧ P * C = C ∧ P.trace = (C.rank : ℂ) := by
  let e := (WithLp.linearEquiv 2 ℂ (Fin n → ℂ)).symm
  let S : Submodule ℂ (EuclideanSpace ℂ (Fin n)) :=
    (LinearMap.range C.mulVecLin).map (e : (Fin n → ℂ) →ₗ[ℂ] EuclideanSpace ℂ (Fin n))
  have hS : Module.finrank ℂ S = C.rank := LinearEquiv.finrank_map_eq e _
  -- the columns of V are an orthonormal basis of the range of C
  let b := stdOrthonormalBasis ℂ S
  let V : Matrix (Fin n) (Fin (Module.finrank ℂ S)) ℂ :=
    Matrix.of fun i a => (b a : EuclideanSpace ℂ (Fin n)).ofLp i
  have hV : Vᴴ * V = 1 := by
    ext a c
    have h := orthonormal_iff_ite.mp b.orthonormal a c
    rw [Submodule.coe_inner, PiLp.inner_apply] at h
    rw [Matrix.mul_apply, Matrix.one_apply, ← h]
    refine Finset.sum_congr rfl fun i _ => ?_
    rw [RCLike.inner_apply]
    exact mul_comm _ _
  have hmem : ∀ j, e (fun i => C i j) ∈ S := fun j =>
    ⟨fun i => C i j, ⟨Pi.single j 1, by ext i; simp⟩, rfl⟩
  let M : Matrix (Fin (Module.finrank ℂ S)) (Fin n) ℂ :=
    Matrix.of fun a j => (b.repr ⟨_, hmem j⟩).ofLp a
  have hM : V * M = C := by
    ext i j
    have h := congrArg (fun v : S => (v : EuclideanSpace ℂ (Fin n)).ofLp i)
      (b.sum_repr ⟨_, hmem j⟩)
    simp only [Submodule.coe_sum, Submodule.coe_smul, WithLp.ofLp_sum, WithLp.ofLp_smul,
      Finset.sum_apply, Pi.smul_apply, smul_eq_mul] at h
    rw [Matrix.mul_apply]
    exact (Finset.sum_congr rfl fun a _ => mul_comm _ _).trans h
  refine ⟨V * Vᴴ, by simp [Matrix.conjTranspose_mul], ?_, ?_, ?_⟩
  · calc V * Vᴴ * (V * Vᴴ) = V * (Vᴴ * V) * Vᴴ := by simp only [Matrix.mul_assoc]
      _ = V * Vᴴ := by rw [hV, Matrix.mul_one]
  · calc V * Vᴴ * C = V * Vᴴ * (V * M) := by rw [hM]
      _ = V * (Vᴴ * V) * M := by simp only [Matrix.mul_assoc]
      _ = C := by rw [hV, Matrix.mul_one, hM]
  · rw [Matrix.trace_mul_comm, hV, Matrix.trace_one, Fintype.card_fin, hS]

/-- The squared modulus of a trace is at most the rank times the squared Hilbert-Schmidt
norm. -/
theorem trace_sq_le (C : Matrix (Fin n) (Fin n) ℂ) :
    ‖C.trace‖ ^ 2 ≤ C.rank * frobSq C := by
  obtain ⟨P, h1, h2, h3, h4⟩ := exists_range_projector C
  have hn : ‖C.trace‖ ≤ ∑ p : Fin n × Fin n, ‖P p.1 p.2‖ * ‖C p.2 p.1‖ := by
    calc ‖C.trace‖ = ‖∑ p : Fin n × Fin n, P p.1 p.2 * C p.2 p.1‖ := by
          conv_lhs => rw [← h3]
          simp only [Matrix.trace, Matrix.diag_apply, Matrix.mul_apply,
            Fintype.sum_prod_type]
      _ ≤ ∑ p : Fin n × Fin n, ‖P p.1 p.2 * C p.2 p.1‖ := norm_sum_le _ _
      _ = _ := by simp only [norm_mul]
  have hP : ∑ p : Fin n × Fin n, ‖P p.1 p.2‖ ^ 2 = C.rank := by
    rw [Fintype.sum_prod_type]
    exact frobSq_projector h1 h2 h4
  have hC : ∑ p : Fin n × Fin n, ‖C p.2 p.1‖ ^ 2 = frobSq C := by
    rw [Fintype.sum_prod_type, Finset.sum_comm]
    rfl
  -- Cauchy-Schwarz for the Hilbert-Schmidt product of P and C
  rw [← hP, ← hC]
  exact (pow_le_pow_left₀ (norm_nonneg _) hn 2).trans
    (Finset.sum_mul_sq_le_sq_mul_sq _ _ _)

/-- The squared overlap of a vector with `Ω` is `|Tr C|² / n`, with `C` its coefficient
matrix. -/
theorem overlap_sq (ψ : Bipartite n) :
    ‖inner ℂ (Omega n) ψ‖ ^ 2 = ‖(coeff ψ).trace‖ ^ 2 / n := by
  have h : inner ℂ (Omega n) ψ = ((1 / √(n : ℝ) : ℝ) : ℂ) * (coeff ψ).trace := by
    simp only [Omega, entangledOn, inner_smul_left, sum_inner,
      EuclideanSpace.inner_single_left, map_one, one_mul, Complex.conj_ofReal,
      Finset.card_univ, Fintype.card_fin]
    rfl
  rw [h, norm_mul, Complex.norm_real, Real.norm_eq_abs, mul_pow, sq_abs, div_pow, one_pow,
    Real.sq_sqrt (Nat.cast_nonneg n)]
  ring

/-- A unit vector of Schmidt rank at most `k` has squared overlap at most `k / n` with the maximally
entangled vector. -/
theorem overlap_le {k : ℕ} (ψ : Bipartite n) (hψ : ‖ψ‖ = 1)
    (hk : schmidtRank ψ ≤ k) : ‖inner ℂ (Omega n) ψ‖ ^ 2 ≤ (k : ℝ) / n := by
  have hf : frobSq (coeff ψ) = ‖ψ‖ ^ 2 := by
    rw [EuclideanSpace.norm_sq_eq, Fintype.sum_prod_type]; rfl
  have hb := trace_sq_le (coeff ψ)
  rw [hf, hψ, one_pow, mul_one] at hb
  have hk' : ((coeff ψ).rank : ℝ) ≤ k := by exact_mod_cast hk
  rw [overlap_sq]
  exact div_le_div_of_nonneg_right (hb.trans hk') (Nat.cast_nonneg n)

/-- For each `k` from `1` to `n`, the vector `k^(-1/2) ∑ e_i ⊗ e_i` over some `k` basis labels
is a unit vector of Schmidt rank `k` whose squared overlap with `Ω` is `k / n`. -/
theorem overlap_attained {k : ℕ} (hk : 1 ≤ k) (hkn : k ≤ n) :
    ∃ s : Finset (Fin n), s.card = k ∧ ‖entangledOn s‖ = 1 ∧
      schmidtRank (entangledOn s) = k ∧
      ‖inner ℂ (Omega n) (entangledOn s)‖ ^ 2 = (k : ℝ) / n := by
  have hex : ∃ s ⊆ (Finset.univ : Finset (Fin n)), s.card = k :=
    Finset.exists_subset_card_eq (by simpa using hkn)
  obtain ⟨s, -, hs⟩ := hex
  have hk0 : (0 : ℝ) < k := by exact_mod_cast hk
  have hn0 : (0 : ℝ) < n := by exact_mod_cast (lt_of_lt_of_le hk hkn)
  obtain ⟨c, hcdef⟩ : ∃ c : ℝ, c = 1 / √(k : ℝ) := ⟨_, rfl⟩
  have hc : c ^ 2 * k = 1 := by
    rw [hcdef, div_pow, one_pow, Real.sq_sqrt hk0.le, one_div_mul_cancel hk0.ne']
  have hdef : entangledOn s
      = (c : ℂ) • ∑ i ∈ s, EuclideanSpace.single (i, i) (1 : ℂ) := by
    rw [entangledOn, hs, hcdef]
  -- the coefficient matrix is diagonal
  have hC : coeff (entangledOn s)
      = Matrix.diagonal fun i => if i ∈ s then (c : ℂ) else 0 := by
    ext i j
    by_cases hij : i = j
    · subst hij
      by_cases hi : i ∈ s <;>
        simp [coeff, hdef, Pi.single_apply, hi, -Finset.sum_boole]
    · have hne : ∀ m, ¬(i = m ∧ j = m) := fun m h => hij (h.1.trans h.2.symm)
      rw [Matrix.diagonal_apply_ne _ hij]
      simp [coeff, hdef, Pi.single_apply, hne]
  have hf : frobSq (coeff (entangledOn s)) = 1 := by
    rw [hC]
    calc frobSq (Matrix.diagonal fun i => if i ∈ s then (c : ℂ) else 0)
        = ∑ i, if i ∈ s then c ^ 2 else 0 := by
          refine Finset.sum_congr rfl fun i _ => ?_
          rw [Finset.sum_eq_single i
            (fun j _ hj => by simp [Matrix.diagonal_apply_ne _ hj.symm]) (by simp)]
          by_cases hi : i ∈ s <;> simp [hi]
      _ = 1 := by
          rw [Finset.sum_ite_mem, Finset.univ_inter, Finset.sum_const, hs, nsmul_eq_mul]
          linarith
  have hnorm : ‖entangledOn s‖ = 1 := by
    refine (pow_eq_one_iff_of_nonneg (norm_nonneg _) two_ne_zero).mp ?_
    rw [← hf, EuclideanSpace.norm_sq_eq, Fintype.sum_prod_type]; rfl
  have hov : ‖inner ℂ (Omega n) (entangledOn s)‖ ^ 2 = (k : ℝ) / n := by
    rw [overlap_sq, hC, Matrix.trace_diagonal, Finset.sum_ite_mem, Finset.univ_inter,
      Finset.sum_const, hs, nsmul_eq_mul, norm_mul, Complex.norm_natCast,
      Complex.norm_real, Real.norm_eq_abs, mul_pow, sq_abs]
    congr 1
    linear_combination (k : ℝ) * hc
  refine ⟨s, hs, hnorm, le_antisymm ?_ ?_, hov⟩
  · rw [schmidtRank, hC, Matrix.rank_diagonal, Fintype.card_subtype, ← hs]
    refine Finset.card_le_card fun i hi => ?_
    by_contra h
    simp [h] at hi
  · -- the bound `overlap_le` itself forces the rank to be at least k
    have h := overlap_le (entangledOn s) hnorm le_rfl
    rw [hov] at h
    exact_mod_cast (div_le_div_iff_of_pos_right hn0).mp h

end

end SchmidtNumberWitness
```

```lean
#print axioms SchmidtNumberWitness.overlap_le
-- 'SchmidtNumberWitness.overlap_le' depends on axioms: [propext, Classical.choice, Quot.sound]
#print axioms SchmidtNumberWitness.overlap_attained
-- 'SchmidtNumberWitness.overlap_attained' depends on axioms: [propext, Classical.choice, Quot.sound]
```

## From the projector to the two theorems

`exists_range_projector` builds $P$. The submodule `S` is the range of $C$, carried by `e` into the space that has the Hermitian inner product. Mathlib's `stdOrthonormalBasis` supplies the columns of `V`, and `hV` turns their orthonormality into $V^\dagger V=1$. The matrix `M` holds the expansion coefficients of the columns of $C$ in this basis, so `hM` is the factorisation $C=VM$. The two `calc` blocks are the computations of $P^2=P$ and $PC=C$, and the trace follows from cyclicity.

`frobSq_projector` proves $\|P\|_2^2=r$. It first identifies the sum of squared moduli with $\operatorname{Tr}P^\dagger P$ as a complex number, then uses the projector properties and returns to the reals.

`trace_sq_le` is the inequality $|\operatorname{Tr}C|^2\le r\|C\|_2^2$. Inside it, `hn` replaces $C$ by $PC$ in the trace and applies the triangle inequality. The facts `hP` and `hC` evaluate the two sums of squares, and `Finset.sum_mul_sq_le_sq_mul_sq` is the Cauchy-Schwarz step for real sums. Rank zero needs no separate treatment, since nothing is divided by $r$.

`overlap_sq` expresses the squared overlap through the trace. `overlap_le` then identifies `frobSq (coeff ψ)` with $\|\psi\|^2=1$, replaces the rank by the larger `k`, and divides by $n$.

In `overlap_attained`, the number `c` is $1/\sqrt k$, and `hc` records $c^2k=1$. The fact `hC` establishes the diagonal form of the coefficient matrix by comparing entries, with separate cases for $i=j$ and $i\ne j$. From it come the norm (`hf`, `hnorm`) and the overlap (`hov`).

The rank is obtained from two inequalities, where the derivation above simply counted. The diagonal form gives rank at most $k$, because every nonzero entry sits at a label in $s$. For the other direction, `overlap_le` is applied to $\Omega_s$ with its own rank as the bound: $k/n\le\operatorname{rank}/n$, so the rank is at least $k$. This is the same inference as in the opening example, where a squared overlap of 0.6 forced the Schmidt rank to be at least 3.
